# The ground-state kinetic energy of 14, 38, 54 or 66 non-interacting electrons in a periodic cube is within 5% of the bulk value

I use atomic units and a periodic cube of side \(L>0\). A plane wave is labelled by an integer vector \(\mathbf n\), has wave vector \(2\pi\mathbf n/L\) and kinetic energy \(\tfrac12(2\pi/L)^2|\mathbf n|^2\), and holds at most one electron of each spin. The bulk kinetic energy per electron at density \(n=N/L^3\) is \(\tfrac{3}{10}(3\pi^2 n)^{2/3}\).

For \(N=14, 38, 54, 66\) non-interacting electrons, the ground-state kinetic energy per electron divided by this bulk value should lie in \((1.01,1.02)\), \((0.95,0.97)\), \((0.95,0.97)\) and \((0.99,1)\), whatever \(L\) is. Can this be made rigorous and machine-checked, including the claim that the filled spheres really are the ground states?

## Filled spheres and a ratio without \(L\)

Yes. Start by counting the integer vectors shell by shell:

| \(\lvert\mathbf n\rvert^2\) | vectors in shell | vectors so far | sum of \(\lvert\mathbf n\rvert^2\) so far |
|---|---|---|---|
| 0 | 1 | 1 | 0 |
| 1 | 6 | 7 | 6 |
| 2 | 12 | 19 | 30 |
| 3 | 8 | 27 | 54 |
| 4 | 6 | 33 | 78 |

With two electrons per vector, the spheres \(|\mathbf n|^2\le m\) for \(m=1,2,3,4\) hold \(N=14,38,54,66\) electrons.

**The filled sphere has the lowest energy.** Let \(C\) be the set of spin orbitals with \(|\mathbf n|^2\le m\), and let \(T\) be any other set with the same number of spin orbitals. Removing the common part \(C\cap T\) from each leaves equally many in \(C\setminus T\) and \(T\setminus C\), say \(k\). Write \(\varepsilon_m=\tfrac12(2\pi/L)^2m\). Every orbital in \(C\setminus T\) has energy at most \(\varepsilon_m\), and every orbital in \(T\setminus C\) has energy at least \(\varepsilon_m\). Therefore

\[
E(C)-E(T)=\sum_{C\setminus T}\varepsilon-\sum_{T\setminus C}\varepsilon\le k\varepsilon_m-k\varepsilon_m=0 .
\]

Let \(S\) be the sum of \(|\mathbf n|^2\) over the sphere. The two spins cancel the factor \(\tfrac12\), so the ground-state energy is

\[
E_0=2\cdot\tfrac12\left(\frac{2\pi}{L}\right)^2S=\left(\frac{2\pi}{L}\right)^2S .
\]

**The side cancels.** Let \(R\) be the energy per electron over the bulk value. Cubing removes the fractional power:

\[
R^3=\frac{64\pi^6S^3/(L^6N^3)}{\tfrac{27}{1000}\cdot 9\pi^4N^2/L^6}
=\frac{64000}{243}\,\pi^2\,\frac{S^3}{N^5}.
\]

**Numbers.** The right-hand side increases with \(\pi\), so replacing \(\pi\) by 3.14 and 3.15 brackets \(R^3\). The values below are rounded.

| \(N\) | \(S\) | with 3.14 | with 3.15 | cubes of the interval ends |
|---|---|---|---|---|
| 14 | 6 | 1.043 | 1.050 | 1.030, 1.061 |
| 38 | 30 | 0.885 | 0.891 | 0.857, 0.913 |
| 54 | 54 | 0.891 | 0.896 | 0.857, 0.913 |
| 66 | 78 | 0.984 | 0.990 | 0.970, 1 |

Since the cube is strictly increasing, the four intervals for \(R\) follow.

For simulations in periodic cells, this non-interacting model shows that a larger closed shell need not be closer to the bulk: the kinetic energy is off by less than 2% at 14 electrons and by more than 3% at 38.

## The electron gas in Lean

```lean
import Mathlib

open scoped Real

namespace ElectronGasFiniteSize

/-- A plane wave in a periodic cube, labelled by its integer wave vector. -/
abbrev Mode := ℤ × ℤ × ℤ

/-- The squared norm of an integer wave vector. -/
def nsq (n : Mode) : ℤ := n.1 ^ 2 + n.2.1 ^ 2 + n.2.2 ^ 2

/-- The integer wave vectors with squared norm at most `m`, listed by searching a finite box. -/
noncomputable def sphere (m : ℕ) : Finset Mode :=
  (Finset.Icc (-(m : ℤ)) m ×ˢ (Finset.Icc (-(m : ℤ)) m ×ˢ Finset.Icc (-(m : ℤ)) m)).filter
    (fun n => nsq n ≤ (m : ℤ))

/-- The occupation in which every plane wave of the sphere holds two electrons of opposite spin. -/
noncomputable def closedShell (m : ℕ) : Finset (Mode × Bool) := sphere m ×ˢ Finset.univ

/-- The kinetic energy, in atomic units, of a set of occupied spin orbitals in a cube of side `L`. -/
noncomputable def energy (L : ℝ) (T : Finset (Mode × Bool)) : ℝ :=
  ∑ p ∈ T, (2 * π / L) ^ 2 * (nsq p.1 : ℝ) / 2

/-- The lowest kinetic energy of `N` electrons in distinct spin orbitals of the cube. -/
noncomputable def groundEnergy (L : ℝ) (N : ℕ) : ℝ :=
  sInf {E | ∃ T : Finset (Mode × Bool), T.card = N ∧ energy L T = E}

/-- The bulk kinetic energy per electron of the unpolarised gas at density `n`. -/
noncomputable def bulk (n : ℝ) : ℝ := 3 / 10 * (3 * π ^ 2 * n) ^ (2 / 3 : ℝ)

/-- The lowest kinetic energy per electron in the finite cube over the bulk value at the same
density. -/
noncomputable def sizeRatio (L : ℝ) (N : ℕ) : ℝ :=
  groundEnergy L N / (N : ℝ) / bulk ((N : ℝ) / L ^ 3)

/-- The finite list `sphere m` contains exactly the integer vectors of squared norm at most `m`. -/
theorem mem_sphere (m : ℕ) (n : Mode) : n ∈ sphere m ↔ nsq n ≤ (m : ℤ) := by
  have h : ∀ a : ℤ, a ≤ a ^ 2 := by
    intro a
    rcases le_or_gt a 0 with h | h
    · nlinarith [sq_nonneg a]
    · have h1 : 1 ≤ a := h
      nlinarith
  -- an integer is bounded in size by its square
  have key : ∀ a : ℤ, a ^ 2 ≤ (m : ℤ) → -(m : ℤ) ≤ a ∧ a ≤ (m : ℤ) := by
    intro a ha
    have h1 := h a
    have h2 := h (-a)
    rw [neg_sq] at h2
    constructor <;> linarith
  simp only [sphere, Finset.mem_filter, Finset.mem_product, Finset.mem_Icc]
  refine ⟨fun hn => hn.2, fun hn => ⟨?_, hn⟩⟩
  unfold nsq at hn
  have h1 := sq_nonneg n.1
  have h2 := sq_nonneg n.2.1
  have h3 := sq_nonneg n.2.2
  exact ⟨key _ (by linarith), key _ (by linarith), key _ (by linarith)⟩

/-- The spheres of squared radius 1, 2, 3, 4 hold 7, 19, 27, 33 integer vectors. -/
theorem sphere_card : (sphere 1).card = 7 ∧ (sphere 2).card = 19 ∧
    (sphere 3).card = 27 ∧ (sphere 4).card = 33 := by
  decide +kernel

/-- The squared norms in the spheres of squared radius 1, 2, 3, 4 add up to 6, 30, 54, 78. -/
theorem sphere_sum : ∑ n ∈ sphere 1, nsq n = 6 ∧ ∑ n ∈ sphere 2, nsq n = 30 ∧
    ∑ n ∈ sphere 3, nsq n = 54 ∧ ∑ n ∈ sphere 4, nsq n = 78 := by
  decide +kernel

/-- No occupation with the same number of electrons has less kinetic energy than a closed shell. -/
theorem closedShell_minimal (L : ℝ) (m : ℕ) (T : Finset (Mode × Bool))
    (hT : T.card = (closedShell m).card) : energy L (closedShell m) ≤ energy L T := by
  have hmem : ∀ p : Mode × Bool, p ∈ closedShell m ↔ nsq p.1 ≤ (m : ℤ) := by
    intro p
    simp [closedShell, mem_sphere]
  unfold energy
  set S := closedShell m
  set f : Mode × Bool → ℝ := fun p => (2 * π / L) ^ 2 * (nsq p.1 : ℝ) / 2 with hf
  -- electrons moved out of the sphere start inside it or on its surface and end outside it
  have h1 : ∑ p ∈ S \ T, f p ≤ (S \ T).card • ((2 * π / L) ^ 2 * (m : ℝ) / 2) := by
    apply Finset.sum_le_card_nsmul
    intro p hp
    have h : (nsq p.1 : ℝ) ≤ (m : ℝ) := by
      exact_mod_cast (hmem p).mp (Finset.mem_sdiff.mp hp).1
    simp only [hf]
    gcongr
  have h2 : (T \ S).card • ((2 * π / L) ^ 2 * (m : ℝ) / 2) ≤ ∑ p ∈ T \ S, f p := by
    apply Finset.card_nsmul_le_sum
    intro p hp
    have h0 : (m : ℤ) ≤ nsq p.1 :=
      (not_le.mp (fun h => (Finset.mem_sdiff.mp hp).2 ((hmem p).mpr h))).le
    have h : (m : ℝ) ≤ (nsq p.1 : ℝ) := by exact_mod_cast h0
    simp only [hf]
    gcongr
  have hc : (S \ T).card = (T \ S).card := by
    have a := Finset.card_sdiff_add_card_inter S T
    have b := Finset.card_sdiff_add_card_inter T S
    rw [Finset.inter_comm] at b
    omega
  have a := Finset.sum_inter_add_sum_sdiff S T f
  have b := Finset.sum_inter_add_sum_sdiff T S f
  rw [Finset.inter_comm] at b
  rw [hc] at h1
  linarith

/-- At a closed shell the lowest kinetic energy is `(2π/L)²` times the sum of squared norms over the
integer vectors in the sphere, each counted once. -/
theorem groundEnergy_closedShell (L : ℝ) (m : ℕ) :
    groundEnergy L (2 * (sphere m).card) =
      (2 * π / L) ^ 2 * ((∑ n ∈ sphere m, nsq n : ℤ) : ℝ) := by
  have hc : (closedShell m).card = 2 * (sphere m).card := by
    simp [closedShell, mul_comm]
  have hl : IsLeast {E | ∃ T : Finset (Mode × Bool),
      T.card = 2 * (sphere m).card ∧ energy L T = E} (energy L (closedShell m)) := by
    refine ⟨⟨_, hc, rfl⟩, ?_⟩
    rintro _ ⟨T, hT, rfl⟩
    exact closedShell_minimal L m T (hT.trans hc.symm)
  rw [groundEnergy, hl.csInf_eq, energy, closedShell, Finset.sum_product]
  push_cast
  rw [Finset.mul_sum]
  apply Finset.sum_congr rfl
  intro n _
  -- the two spin directions contribute equally
  simp only [Fintype.sum_bool]
  ring

/-- At a closed shell the cube of the finite-size ratio is `(64000/243) π² S³ / N⁵`, with `S` the
sum of squared norms over the integer vectors in the sphere, each counted once, and `N` the number
of electrons. -/
theorem sizeRatio_cube {L : ℝ} (hL : 0 < L) (m : ℕ) :
    sizeRatio L (2 * (sphere m).card) ^ 3 =
      64000 / 243 * π ^ 2 * ((∑ n ∈ sphere m, nsq n : ℤ) : ℝ) ^ 3 /
        ((2 * (sphere m).card : ℕ) : ℝ) ^ 5 := by
  have hpos : 0 < (sphere m).card :=
    Finset.card_pos.mpr ⟨(0, 0, 0), (mem_sphere m _).mpr (by simp [nsq])⟩
  have hN : (0 : ℝ) < ((2 * (sphere m).card : ℕ) : ℝ) := by
    exact_mod_cast (by omega : 0 < 2 * (sphere m).card)
  have key : ∀ x : ℝ, 0 ≤ x → (x ^ (2 / 3 : ℝ)) ^ 3 = x ^ 2 := by
    intro x hx
    rw [← Real.rpow_natCast, ← Real.rpow_mul hx, ← Real.rpow_natCast x 2]
    norm_num
  rw [sizeRatio, groundEnergy_closedShell, bulk]
  generalize ((2 * (sphere m).card : ℕ) : ℝ) = N at hN ⊢
  generalize ((∑ n ∈ sphere m, nsq n : ℤ) : ℝ) = S
  have hx : 0 ≤ 3 * π ^ 2 * (N / L ^ 3) := by positivity
  rw [div_pow, div_pow, mul_pow (3 / 10 : ℝ), key _ hx]
  have hp : π ≠ 0 := Real.pi_pos.ne'
  field_simp
  ring

/-- If `a³` is below the closed-shell formula for the cubed ratio with 3.14 in place of `π`, and
`b³` is above that formula with 3.15 in place of `π`, the ratio lies strictly between `a` and `b`.
-/
theorem sizeRatio_bracket {L : ℝ} (hL : 0 < L) {m N s : ℕ} {a b : ℝ}
    (hN : 2 * (sphere m).card = N) (hs : ∑ n ∈ sphere m, nsq n = (s : ℤ))
    (ha : a ^ 3 < 64000 / 243 * 3.14 ^ 2 * (s : ℝ) ^ 3 / (N : ℝ) ^ 5)
    (hb : 64000 / 243 * 3.15 ^ 2 * (s : ℝ) ^ 3 / (N : ℝ) ^ 5 < b ^ 3) :
    sizeRatio L N ∈ Set.Ioo a b := by
  have h := sizeRatio_cube hL m
  rw [hN, hs, Int.cast_natCast] at h
  have mono : ∀ x y : ℝ, x ^ 3 < y ^ 3 → x < y := fun x y hxy =>
    (Odd.strictMono_pow (by decide : Odd 3)).lt_iff_lt.mp hxy
  have p1 : (3.14 : ℝ) ≤ π := Real.pi_gt_d2.le
  have p2 : π ≤ (3.15 : ℝ) := Real.pi_lt_d2.le
  constructor
  · apply mono
    rw [h]
    refine lt_of_lt_of_le ha ?_
    gcongr
  · apply mono
    rw [h]
    refine lt_of_le_of_lt ?_ hb
    gcongr

/-- For 14, 38, 54 and 66 electrons in a periodic cube of any side, the lowest kinetic energy per
electron over its bulk value lies in (1.01, 1.02), (0.95, 0.97), (0.95, 0.97) and (0.99, 1). -/
theorem finite_size_ratios {L : ℝ} (hL : 0 < L) :
    sizeRatio L 14 ∈ Set.Ioo (1.01 : ℝ) 1.02 ∧ sizeRatio L 38 ∈ Set.Ioo (0.95 : ℝ) 0.97 ∧
    sizeRatio L 54 ∈ Set.Ioo (0.95 : ℝ) 0.97 ∧ sizeRatio L 66 ∈ Set.Ioo (0.99 : ℝ) 1 := by
  obtain ⟨c1, c2, c3, c4⟩ := sphere_card
  obtain ⟨s1, s2, s3, s4⟩ := sphere_sum
  refine ⟨?_, ?_, ?_, ?_⟩
  · exact sizeRatio_bracket hL (m := 1) (s := 6) (by omega) (s1.trans (by norm_num))
      (by norm_num) (by norm_num)
  · exact sizeRatio_bracket hL (m := 2) (s := 30) (by omega) (s2.trans (by norm_num))
      (by norm_num) (by norm_num)
  · exact sizeRatio_bracket hL (m := 3) (s := 54) (by omega) (s3.trans (by norm_num))
      (by norm_num) (by norm_num)
  · exact sizeRatio_bracket hL (m := 4) (s := 78) (by omega) (s4.trans (by norm_num))
      (by norm_num) (by norm_num)

end ElectronGasFiniteSize
```

```lean
#print axioms ElectronGasFiniteSize.finite_size_ratios
-- 'ElectronGasFiniteSize.finite_size_ratios' depends on axioms: [propext, Classical.choice, Quot.sound]
```

## What the theorem says about the electrons

The final theorem, `finite_size_ratios`, says that for every real \(L>0\) the four values of `sizeRatio L N` lie in the stated open intervals, written `Set.Ioo`. Its ingredients correspond to the physics as follows.

- `Mode` is the type of integer vectors \(\mathbf n\), and `nsq` is \(|\mathbf n|^2\). A spin orbital is a pair in `Mode × Bool`, where the Boolean is the spin direction.
- A `Finset (Mode × Bool)` is an occupation, that is, a Slater determinant of plane waves. A set contains each element at most once, which is the Pauli principle.
- `energy L T` adds the one-electron energies of the occupation `T`.
- `groundEnergy L N` is the infimum of that energy over all occupations with \(N\) spin orbitals. The numbers of up and down spins are free, so the unpolarised result is derived.
- `bulk` is the comparison value. It represents the mean kinetic energy in a Fermi sphere of radius \((3\pi^2n)^{1/3}\), with both spins equally filled. The file takes this formula as a definition and does not derive it as the limit of large \(N\).

The wave vectors include zero, which fixes strictly periodic boundary conditions without a twist. The model has no electron–electron interaction and no external potential, and the minimisation runs over determinants of plane waves. For non-interacting electrons this gives the true ground-state energy: the determinants are energy eigenstates and form an orthonormal basis of the antisymmetric states, so no superposition has a lower mean energy than the lowest determinant. That last step is not formalised here. The intervals are stated for four electron numbers; open shells are not treated.

The condition \(L>0\) makes the cube a physical one. At \(L=0\), Lean's convention for division by zero would make every ratio 0, which lies in none of the intervals.

The proof that the filled sphere is lowest has a more physical hypothesis: `closedShell_minimal` requires both occupations to have the same number of electrons. Without it the inequality fails already at \(m=1\). The closed shell of 14 electrons has energy \(6(2\pi/L)^2\); take away one electron with \(|\mathbf n|^2=1\), and the remaining 13 have energy \(5.5(2\pi/L)^2\), which is lower.

## From the enumeration to the four intervals

`mem_sphere` shows that the search box misses nothing. If \(|\mathbf n|^2\le m\), each component \(a\) satisfies \(a^2\le m\). For an integer, both \(a\) and \(-a\) are at most \(a^2\), so \(-m\le a\le m\), and the vector is in the box.

`sphere_card` and `sphere_sum` are the last two columns of the first table, for \(m=1\) to \(4\). The tactic `decide +kernel` has Lean's kernel evaluate these finite counts and sums.

`closedShell_minimal` is the proof that the filled sphere has the lowest energy, with the filled set \(C\) called `S` in the code. The steps `h1` and `h2` bound the two sums over the differing orbitals by \(k\varepsilon_m\) from above and below. The step `hc` shows that the two differences have equal size. Splitting each total energy into its common and differing parts then lets `linarith` finish.

`groundEnergy_closedShell` turns this into a value for the infimum. The closed shell is itself an allowed occupation and no other lies below it, so its energy is the least element of the set (`IsLeast`), and hence the infimum. Summing over the two spin directions gives \((2\pi/L)^2S\).

`sizeRatio_cube` is the formula for \(R^3\). Its auxiliary step `key` proves \((x^{2/3})^3=x^2\) for \(x\ge0\), after which `field_simp` and `ring` carry out the cancellation of \(L\). The formula holds for every closed shell, including \(m=0\), where two electrons at rest give the ratio 0.

`sizeRatio_bracket` combines the formula with \(3.14\le\pi\le3.15\). The tactic `gcongr` supplies the monotonicity in \(\pi\), and `mono` passes from an inequality between cubes to one between the numbers themselves.

`finite_size_ratios` applies this bracket four times, with the counts and sums already established. What remains are comparisons of rational numbers, the ones in the second table, and `norm_num` checks them exactly.
